# Core polarization in a two-orbital model: a spin density proportional to $cv$ with zero integral

Let $c$ and $v$ be real orthonormal orbitals, a core orbital and a virtual one, and let $K\neq 0$ and $D$ be real numbers. Let $(x_0,x_1)$ and $(y_0,y_1)$ be real normalized eigenvectors for the lower eigenvalues of

$$\begin{pmatrix}0&-K\\-K&D\end{pmatrix}\quad\text{and}\quad\begin{pmatrix}0&K\\K&D\end{pmatrix}.$$

Then the orbitals $f=x_0c+x_1v$ and $g=y_0c+y_1v$ are normalized, and at every point

$$f^2-g^2=\frac{4K}{\sqrt{D^2+4K^2}}\,cv .$$

This spin density integrates to zero, and it is non-zero at a point $R$ exactly when $c(R)$ and $v(R)$ are both non-zero. The physical case $D>0$ is included, with either sign of $K$; replacing $v$ by $-v$ reverses that sign.

The isotropic hyperfine coupling measured in EPR depends on the spin density at the nucleus. In this two-orbital model with a fixed exchange coupling, a core shell with no net spin can contribute to it, whereas a single determinant with $f=g$ gives no core contribution.

```lean
import Mathlib

open Matrix MeasureTheory

namespace CorePolarization

noncomputable section
```

## Opposite exchange couplings for the two spins

An unpaired valence electron exchanges only with core electrons of its own spin, so the two core electrons feel different effective Hamiltonians. In the basis $(c,v)$, with energies measured from the core level, the model is

$$H(k)=\begin{pmatrix}0&-k\\-k&D\end{pmatrix},\qquad k=K\text{ for spin up},\quad k=-K\text{ for spin down}.$$

Here $D$ is the orbital gap, and $2K$ is the off-diagonal element for spin down minus that for spin up. Exchange with the valence electron adds $-2K$ to the off-diagonal element for spin up and nothing for spin down. Its average over the two spins, $-K$, is counted in the spin-independent part of the Hamiltonian, and the model assumes that this part as a whole does not mix $c$ with $v$. What remains is $-K$ for spin up and $+K$ for spin down. The value of $K$ is postulated, not computed from an integral, and the gap is assumed to be the same for both spins. There is no self-consistent update of the orbitals.

```lean
/-- The Hamiltonian in the basis (core, virtual), with orbital gap `D` and off-diagonal element
`-k`. -/
def exchangeH (k D : ℝ) : Matrix (Fin 2) (Fin 2) ℝ := !![0, -k; -k, D]
```

A lower state is a unit vector $x$ with $Hx=Ex$ whose eigenvalue satisfies the variational bound $E\,(y\cdot y)\le y\cdot Hy$ for every real $y$. In the code `⬝ᵥ` is the dot product and `*ᵥ` applies a matrix to a vector. The overall sign of $x$ stays free, which does not affect a density.

```lean
/-- A normalized eigenvector whose eigenvalue is a lower bound of the energy form on unit vectors.
-/
structure IsLowerState (H : Matrix (Fin 2) (Fin 2) ℝ) (x : Fin 2 → ℝ) : Prop where
  norm : x ⬝ᵥ x = 1
  eigen : ∃ E : ℝ, H *ᵥ x = E • x ∧ ∀ y : Fin 2 → ℝ, E * (y ⬝ᵥ y) ≤ y ⬝ᵥ (H *ᵥ y)
```

## Orbitals, and the density they define

The orbitals are real functions on a space `X` with a measure `μ`; ordinary three-dimensional space is one instance. Orthonormality means

$$\int c^2\,d\mu=\int v^2\,d\mu=1,\qquad \int cv\,d\mu=0,$$

and the product $cv$ is required to be integrable. Since $c$ and $v$ are functions with definite values, the density at a single point such as a nucleus is meaningful.

```lean
/-- Real orthonormal core and virtual orbitals with integrable overlap density. -/
structure OrthonormalPair {X : Type*} [MeasurableSpace X] (μ : Measure X)
    (c v : X → ℝ) : Prop where
  core : ∫ r, c r ^ 2 ∂μ = 1
  virt : ∫ r, v r ^ 2 ∂μ = 1
  integrable : Integrable (fun r => c r * v r) μ
  orth : ∫ r, c r * v r ∂μ = 0
```

A coefficient vector $x$ defines the orbital $x_0c(r)+x_1v(r)$.

```lean
/-- The orbital with coefficients `x` on the core and virtual orbitals. -/
def orbital {X : Type*} (x : Fin 2 → ℝ) (c v : X → ℝ) (r : X) : ℝ := x 0 * c r + x 1 * v r
```

With one electron in each spin orbital, the spin density is spin up minus spin down, $f(r)^2-g(r)^2$. It describes the core shell only; the valence electron's own density is not included.

```lean
/-- The spin density of one electron in each of the orbitals with coefficients `x` (spin up)
and `y` (spin down). -/
def spinDensity {X : Type*} (x y : Fin 2 → ℝ) (c v : X → ℝ) (r : X) : ℝ :=
  orbital x c v r ^ 2 - orbital y c v r ^ 2
```

## Coefficients of the lower state

Applying the Hamiltonian to $(x_0,x_1)$ gives $(-kx_1,\;-kx_0+Dx_1)$.

```lean
/-- The action of the Hamiltonian on a pair of coefficients. -/
theorem exchangeH_mulVec (k D : ℝ) (x : Fin 2 → ℝ) :
    exchangeH k D *ᵥ x = ![-k * x 1, -k * x 0 + D * x 1] := by
  ext i
  fin_cases i <;> simp [exchangeH, Matrix.mulVec, dotProduct, Fin.sum_univ_two]
```

The eigenvalue equations are therefore

$$-kx_1=Ex_0,\qquad -kx_0+Dx_1=Ex_1 .$$

Multiply the second by $x_0$, the first by $x_1$, and subtract. The energy drops out:

$$D\,x_0x_1=k\,(x_0^2-x_1^2).$$

Write $p=x_0x_1$, $q=x_0^2-x_1^2$ and $S=\sqrt{D^2+4k^2}$. Normalization gives $q^2+4p^2=(x_0^2+x_1^2)^2=1$. Multiplying by $k^2$ and using $kq=Dp$,

$$k^2=D^2p^2+4k^2p^2=S^2p^2,$$

so $pS=\pm k$.

The variational bound selects the sign. The trial vector $(1,0)$ has energy $0$, hence $E\le 0$. The first eigenvalue equation times $x_0$ gives $kp=-Ex_0^2\ge 0$. If $pS$ were $-k$, then $kpS=-k^2$ would be negative, a contradiction. So $pS=k$, and then $kqS=DpS=Dk$ gives $qS=D$:

$$x_0x_1=\frac{k}{S},\qquad x_0^2-x_1^2=\frac{D}{S}.$$

In the proof, `h1` is the equation without the energy, `h2` the sign condition, `h3` the factored form $(pS-k)(pS+k)=0$, and `h4` and `h5` the two results. The tactic `linear_combination` checks each algebraic step as an explicit combination of earlier equations.

```lean
/-- The product of the two coefficients of a lower state, and the difference of their squares,
in terms of coupling and gap. -/
theorem lower_state_coeffs {k D : ℝ} (hk : k ≠ 0) {x : Fin 2 → ℝ}
    (h : IsLowerState (exchangeH k D) x) :
    x 0 * x 1 = k / Real.sqrt (D ^ 2 + 4 * k ^ 2) ∧
      x 0 ^ 2 - x 1 ^ 2 = D / Real.sqrt (D ^ 2 + 4 * k ^ 2) := by
  obtain ⟨hn, E, hE, hmin⟩ := h
  have hE0 : E ≤ 0 := by
    have m := hmin ![1, 0]
    rw [exchangeH_mulVec] at m
    simpa [dotProduct, Fin.sum_univ_two] using m
  rw [exchangeH_mulVec] at hE
  have e0 : -k * x 1 = E * x 0 := congrFun hE 0
  have e1 : -k * x 0 + D * x 1 = E * x 1 := congrFun hE 1
  simp only [dotProduct, Fin.sum_univ_two] at hn
  have hk2 : 0 < k ^ 2 := by positivity
  have hpos : 0 < D ^ 2 + 4 * k ^ 2 := by positivity
  have hS := Real.sqrt_pos.2 hpos
  have hS2 := Real.sq_sqrt hpos.le
  generalize Real.sqrt (D ^ 2 + 4 * k ^ 2) = S at hS hS2 ⊢
  -- eliminate the energy from the two eigenvalue equations
  have h1 : D * (x 0 * x 1) = k * (x 0 ^ 2 - x 1 ^ 2) := by
    linear_combination x 0 * e1 - x 1 * e0
  -- the variational bound fixes the relative sign of the coefficients
  have h2 : 0 ≤ k * (x 0 * x 1) := by
    have : k * (x 0 * x 1) = -E * x 0 ^ 2 := by linear_combination -x 0 * e0
    rw [this]
    exact mul_nonneg (neg_nonneg.2 hE0) (sq_nonneg _)
  have h3 : (x 0 * x 1 * S - k) * (x 0 * x 1 * S + k) = 0 := by
    linear_combination (x 0 * x 1) ^ 2 * hS2 + (D * (x 0 * x 1) + k * (x 0 ^ 2 - x 1 ^ 2)) * h1
      + k ^ 2 * (x 0 ^ 2 + x 1 ^ 2 + 1) * hn
  have h4 : x 0 * x 1 * S = k := by
    rcases mul_eq_zero.1 h3 with h | h
    · linarith
    · exfalso
      have p := mul_nonneg h2 hS.le
      have q : k * (x 0 * x 1) * S = -k ^ 2 := by linear_combination k * h
      linarith
  have h5 : (x 0 ^ 2 - x 1 ^ 2) * S = D := by
    apply mul_left_cancel₀ hk
    linear_combination D * h4 - S * h1
  exact ⟨(eq_div_iff hS.ne').2 h4, (eq_div_iff hS.ne').2 h5⟩
```

## An explicit lower state

Lower states exist for every $k\neq0$. The lower root of the secular equation $E^2=DE+k^2$ is

$$E_-=\frac{D-\sqrt{D^2+4k^2}}{2}.$$

```lean
/-- The lower root of the secular equation. -/
def lowerEnergy (k D : ℝ) : ℝ := (D - Real.sqrt (D ^ 2 + 4 * k ^ 2)) / 2
```

The corresponding normalized vector is

$$\frac{1}{\sqrt{k^2+E_-^2}}\begin{pmatrix}k\\-E_-\end{pmatrix}.$$

```lean
/-- An explicit coefficient vector built from the lower root, normalized when `k ≠ 0`. -/
def lowerVec (k D : ℝ) : Fin 2 → ℝ :=
  ![k / Real.sqrt (k ^ 2 + lowerEnergy k D ^ 2),
    -lowerEnergy k D / Real.sqrt (k ^ 2 + lowerEnergy k D ^ 2)]
```

Before normalization, the first row of $H$ acting on this vector gives $kE_-$, as required. The second gives $-k^2-DE_-=-E_-^2$, by the secular equation. Since $\sqrt{D^2+4k^2}>D$, the energy $E_-$ is negative. For any $y$, the secular equation also gives

$$-E_-\bigl(y\cdot Hy-E_-\,y\cdot y\bigr)=(E_-y_0+ky_1)^2\ge 0,$$

and dividing by $-E_->0$ yields the variational bound. The proof establishes normalization, the two rows and the bound in this order; `quad` is the secular equation and `key` the perfect square.

```lean
/-- For every non-zero coupling the explicit vector is a lower state of the Hamiltonian. -/
theorem isLowerState_witness {k : ℝ} (hk : k ≠ 0) (D : ℝ) :
    IsLowerState (exchangeH k D) (lowerVec k D) := by
  have hk2 : 0 < k ^ 2 := by positivity
  have hpos : 0 < D ^ 2 + 4 * k ^ 2 := by positivity
  have hS := Real.sqrt_pos.2 hpos
  have hS2 := Real.sq_sqrt hpos.le
  have quad : lowerEnergy k D ^ 2 = D * lowerEnergy k D + k ^ 2 := by
    unfold lowerEnergy
    linear_combination hS2 / 4
  have hneg : 0 < -lowerEnergy k D := by
    have : D < Real.sqrt (D ^ 2 + 4 * k ^ 2) := by
      by_contra h
      have := mul_self_le_mul_self hS.le (not_lt.1 h)
      nlinarith
    unfold lowerEnergy
    linarith
  have h0 : lowerVec k D 0 = k / Real.sqrt (k ^ 2 + lowerEnergy k D ^ 2) := rfl
  have h1 : lowerVec k D 1 =
    -lowerEnergy k D / Real.sqrt (k ^ 2 + lowerEnergy k D ^ 2) := rfl
  have hNpos : 0 < k ^ 2 + lowerEnergy k D ^ 2 := by positivity
  have hN2 := Real.sq_sqrt hNpos.le
  generalize Real.sqrt (k ^ 2 + lowerEnergy k D ^ 2) = N at h0 h1 hN2
  generalize lowerEnergy k D = E at *
  refine ⟨?_, E, ?_, fun y => ?_⟩
  · simp only [dotProduct, Fin.sum_univ_two, h0, h1]
    have : k / N * (k / N) + -E / N * (-E / N) = (k ^ 2 + E ^ 2) / N ^ 2 := by ring
    rw [this, hN2, div_self hNpos.ne']
  · rw [exchangeH_mulVec]
    ext i
    fin_cases i
    · change -k * lowerVec k D 1 = E * lowerVec k D 0
      rw [h0, h1]
      ring
    · change -k * lowerVec k D 0 + D * lowerVec k D 1 = E * lowerVec k D 1
      rw [h0, h1]
      linear_combination (1 / N) * quad
  · -- the energy form minus its bound is a perfect square up to a positive factor
    have hy : y ⬝ᵥ (exchangeH k D *ᵥ y) = -2 * k * y 0 * y 1 + D * y 1 ^ 2 := by
      rw [exchangeH_mulVec]
      simp [dotProduct, Fin.sum_univ_two]
      ring
    rw [hy]
    simp only [dotProduct, Fin.sum_univ_two]
    refine le_of_mul_le_mul_left ?_ hneg
    have key : -E * (-2 * k * y 0 * y 1 + D * y 1 ^ 2) - -E * (E * (y 0 * y 0 + y 1 * y 1))
        = (E * y 0 + k * y 1) ^ 2 := by linear_combination y 1 ^ 2 * quad
    have := sq_nonneg (E * y 0 + k * y 1)
    linarith
```

## Normalization of the spin orbitals

Expanding the square and using orthonormality,

$$\int(x_0c+x_1v)^2\,d\mu=x_0^2\int c^2\,d\mu+2x_0x_1\int cv\,d\mu+x_1^2\int v^2\,d\mu=x_0^2+x_1^2=1 .$$

Splitting the integral requires each term to be integrable. For $c^2$ and $v^2$ this follows from their integrals being $1$, because Lean assigns the value $0$ to the integral of a non-integrable function.

```lean
/-- A normalized combination of orthonormal orbitals is normalized. -/
theorem orbital_normalized {X : Type*} [MeasurableSpace X] {μ : Measure X} {c v : X → ℝ}
    (h : OrthonormalPair μ c v) {x : Fin 2 → ℝ} (hx : x ⬝ᵥ x = 1) :
    ∫ r, orbital x c v r ^ 2 ∂μ = 1 := by
  have ic : Integrable (fun r => c r ^ 2) μ := by
    by_contra hc
    have := h.core
    rw [integral_undef hc] at this
    norm_num at this
  have iv : Integrable (fun r => v r ^ 2) μ := by
    by_contra hv
    have := h.virt
    rw [integral_undef hv] at this
    norm_num at this
  have i1 := ic.const_mul (x 0 ^ 2)
  have i2 := h.integrable.const_mul (2 * x 0 * x 1)
  have i3 := iv.const_mul (x 1 ^ 2)
  have i12 : Integrable (fun r => x 0 ^ 2 * c r ^ 2 + 2 * x 0 * x 1 * (c r * v r)) μ := i1.add i2
  have e : (fun r => orbital x c v r ^ 2) = fun r =>
      x 0 ^ 2 * c r ^ 2 + 2 * x 0 * x 1 * (c r * v r) + x 1 ^ 2 * v r ^ 2 := by
    funext r
    unfold orbital
    ring
  rw [e, integral_add i12 i3, integral_add i1 i2, integral_const_mul, integral_const_mul,
    integral_const_mul, h.core, h.virt, h.orth]
  simp only [dotProduct, Fin.sum_univ_two] at hx
  linear_combination hx
```

## Only the cross term survives

The difference of the two densities is

$$f^2-g^2=(x_0^2-y_0^2)\,c^2+(x_1^2-y_1^2)\,v^2+2(x_0x_1-y_0y_1)\,cv .$$

Reversing $k$ leaves $S$ unchanged. Both spins therefore have the same population difference $D/S$ and the same total population $1$, so $x_0^2=y_0^2$ and $x_1^2=y_1^2$. The products have opposite signs, $x_0x_1=K/S$ and $y_0y_1=-K/S$, which leaves

$$f^2-g^2=2\left(\frac KS+\frac KS\right)cv=\frac{4K}{S}\,cv .$$

The proof applies `lower_state_coeffs` once with $K$ and once with $-K$, then combines the results with the two normalizations. Orthonormality of $c$ and $v$ plays no part in this pointwise identity.

```lean
/-- The spin density of the two lower states is the core-virtual product times
`4K / √(D² + 4K²)`. -/
theorem spinDensity_eq {X : Type*} (c v : X → ℝ) {K D : ℝ} (hK : K ≠ 0) {x y : Fin 2 → ℝ}
    (hx : IsLowerState (exchangeH K D) x) (hy : IsLowerState (exchangeH (-K) D) y) (r : X) :
    spinDensity x y c v r = 4 * K / Real.sqrt (D ^ 2 + 4 * K ^ 2) * (c r * v r) := by
  obtain ⟨x1, x2⟩ := lower_state_coeffs hK hx
  obtain ⟨y1, y2⟩ := lower_state_coeffs (neg_ne_zero.2 hK) hy
  rw [neg_sq] at y1 y2
  have nx := hx.norm
  have ny := hy.norm
  simp only [dotProduct, Fin.sum_univ_two] at nx ny
  unfold spinDensity orbital
  -- equal populations in both channels cancel, the cross terms add
  linear_combination c r ^ 2 / 2 * (x2 - y2 + nx - ny) + v r ^ 2 / 2 * (nx - ny - x2 + y2)
    + 2 * (c r * v r) * (x1 - y1)
```

## Zero net spin, and the value at the nucleus

Integrating the identity gives

$$\int(f^2-g^2)\,d\mu=\frac{4K}{S}\int cv\,d\mu=0 .$$

At a point $R$ the density is $4K/S$ times $c(R)v(R)$. The prefactor is non-zero because $K\neq0$, so the density vanishes at $R$ only if one of the orbitals does. For a nucleus at $R$, both orbitals must have amplitude there, as $s$ orbitals centred on it can.

The theorem `core_polarization` collects four statements: both spin orbitals are normalized; the density has the stated form at every point; it is integrable with integral zero; and it is non-zero at `R` if and only if `c R` and `v R` are both non-zero. The hypotheses `hx` and `hy` accept any lower states of the two Hamiltonians, not just the explicit ones.

```lean
/-- Core polarization: both spin orbitals are normalized, their spin density is proportional to
the core-virtual product and integrates to zero, and it is non-zero at a point `R` exactly when
both orbitals are non-zero there. -/
theorem core_polarization {X : Type*} [MeasurableSpace X] {μ : Measure X} {c v : X → ℝ}
    (h : OrthonormalPair μ c v) {K D : ℝ} (hK : K ≠ 0) {x y : Fin 2 → ℝ}
    (hx : IsLowerState (exchangeH K D) x) (hy : IsLowerState (exchangeH (-K) D) y) :
    (∫ r, orbital x c v r ^ 2 ∂μ = 1 ∧ ∫ r, orbital y c v r ^ 2 ∂μ = 1) ∧
    (∀ r, spinDensity x y c v r = 4 * K / Real.sqrt (D ^ 2 + 4 * K ^ 2) * (c r * v r)) ∧
    (Integrable (spinDensity x y c v) μ ∧ ∫ r, spinDensity x y c v r ∂μ = 0) ∧
    ∀ R, spinDensity x y c v R ≠ 0 ↔ c R ≠ 0 ∧ v R ≠ 0 := by
  have hs := spinDensity_eq c v hK hx hy
  have e := funext hs
  refine ⟨⟨orbital_normalized h hx.norm, orbital_normalized h hy.norm⟩, hs, ⟨?_, ?_⟩, ?_⟩
  · rw [e]
    exact h.integrable.const_mul _
  · simp only [hs]
    rw [integral_const_mul, h.orth, mul_zero]
  · intro R
    have hS : Real.sqrt (D ^ 2 + 4 * K ^ 2) ≠ 0 := (Real.sqrt_pos.2 (by positivity)).ne'
    have hq : 4 * K / Real.sqrt (D ^ 2 + 4 * K ^ 2) ≠ 0 :=
      div_ne_zero (mul_ne_zero (by norm_num) hK) hS
    rw [hs R, mul_ne_zero_iff, mul_ne_zero_iff]
    exact ⟨fun t => t.2, fun t => ⟨hq, t⟩⟩
```

## An orthonormal pair with a non-zero product

On the unit interval take $c(r)=1$ and $v(r)=\sqrt3\,(2r-1)$. Then $\int_0^1c^2\,dr=1$, and

$$\int_0^1 3(2r-1)^2\,dr=\left[\frac{(2r-1)^3}{2}\right]_0^1=1,\qquad \int_0^1\sqrt3\,(2r-1)\,dr=\sqrt3\,\bigl[r^2-r\bigr]_0^1=0 .$$

At $r=1$ the product $cv$ equals $\sqrt3$. Orthogonality thus leaves room for a non-zero spin density at a chosen point. These functions are a mathematical example, not atomic orbitals. The proof differentiates the two antiderivatives and applies the fundamental theorem of calculus; the half-open interval `Set.Ioc 0 1` contains the point $r=1$.

```lean
/-- On the unit interval the constant `1` and the function `√3 (2r - 1)` are an orthonormal pair,
and their product is non-zero at `r = 1`. -/
theorem orthonormalPair_witness :
    OrthonormalPair (volume.restrict (Set.Ioc (0 : ℝ) 1)) (fun _ => 1)
      (fun r => Real.sqrt 3 * (2 * r - 1)) ∧
    (1 : ℝ) * (Real.sqrt 3 * (2 * 1 - 1)) ≠ 0 := by
  have h3 : Real.sqrt 3 ^ 2 = 3 := Real.sq_sqrt (by norm_num)
  refine ⟨⟨by simp, ?_, ?_, ?_⟩, ?_⟩
  · rw [← intervalIntegral.integral_of_le zero_le_one]
    have d : ∀ r ∈ Set.uIcc (0 : ℝ) 1, HasDerivAt
        (fun s : ℝ => (2 * s - 1) * (2 * s - 1) * (2 * s - 1) / 2)
        ((Real.sqrt 3 * (2 * r - 1)) ^ 2) r := by
      intro r _
      have u : HasDerivAt (fun s : ℝ => 2 * s - 1) (2 * 1) r :=
        ((hasDerivAt_id' r).const_mul 2).sub_const 1
      refine (((u.fun_mul u).fun_mul u).div_const 2).congr_deriv ?_
      linear_combination -(2 * r - 1) ^ 2 * h3
    rw [intervalIntegral.integral_eq_sub_of_hasDerivAt d
      (Continuous.intervalIntegrable (by fun_prop) _ _)]
    norm_num
  · have hc : Continuous (fun r : ℝ => 1 * (Real.sqrt 3 * (2 * r - 1))) := by fun_prop
    exact hc.integrableOn_Ioc
  · rw [← intervalIntegral.integral_of_le zero_le_one]
    have d : ∀ r ∈ Set.uIcc (0 : ℝ) 1, HasDerivAt
        (fun s : ℝ => Real.sqrt 3 * (s * s - s)) (1 * (Real.sqrt 3 * (2 * r - 1))) r := by
      intro r _
      have u := hasDerivAt_id' r
      refine (((u.fun_mul u).fun_sub u).const_mul (Real.sqrt 3)).congr_deriv ?_
      ring
    rw [intervalIntegral.integral_eq_sub_of_hasDerivAt d
      (Continuous.intervalIntegrable (by fun_prop) _ _)]
    norm_num
  · have : 0 < Real.sqrt 3 := Real.sqrt_pos.2 (by norm_num)
    have e : (1 : ℝ) * (Real.sqrt 3 * (2 * 1 - 1)) = Real.sqrt 3 := by ring
    rw [e]
    exact this.ne'

end

end CorePolarization
```

```lean
#print axioms CorePolarization.core_polarization
-- 'CorePolarization.core_polarization' depends on axioms: [propext, Classical.choice, Quot.sound]
```
